# Unital qubit relaxation preserves density matrices for all $T_1, T_2 > 0$, but its Choi matrix is positive semidefinite at all times exactly when $T_2 \le 2T_1$

## Does keeping states positive force $T_2 \le 2T_1$?

A spin relaxes towards the completely mixed state. After a time $t$ its Bloch components $x$ and $y$ have shrunk by $e^{-t/T_2}$ and $z$ by $e^{-t/T_1}$. I had assumed that $T_2 \le 2T_1$ follows from the demand that density matrices stay density matrices. But here every Bloch vector only gets shorter, whatever the two times are, so that demand seems to give no bound at all. I suspect that the bound appears only when the spin may be entangled with something else, which is what the Choi matrix tests. Can both halves be made rigorous and machine-checked?

## No: the bound comes from the Choi matrix

Write $p = e^{-t/T_2}$ and $q = e^{-t/T_1}$, and let $\Phi$ be the linear map that takes the Bloch vector $(x,y,z)$ to $(px,py,qz)$ and keeps the trace.

**States stay states.** A Hermitian $2\times2$ matrix of trace one has the form $M = \tfrac12(1 + x\sigma_x + y\sigma_y + z\sigma_z)$, with $\det M = (1-x^2-y^2-z^2)/4$. If $M$ is positive semidefinite, its determinant is nonnegative, so $x^2+y^2+z^2 \le 1$. Conversely, Cayley–Hamilton gives $M^2 - M + \det(M)\,1 = 0$, hence
$$M = M^\dagger M + \det(M)\,1,$$
a sum of two positive semidefinite terms when the Bloch vector lies in the unit ball. Since $p^2, q^2 \le 1$,
$$p^2x^2 + p^2y^2 + q^2z^2 \le x^2+y^2+z^2 \le 1,$$
so $\Phi$ preserves density matrices for all positive $T_1$ and $T_2$.

**The Choi condition.** Let $E_{ij} = |i\rangle\langle j|$. The Choi matrix $C$ has entries $C_{(i,k),(j,l)} = \Phi(E_{ij})_{kl}$, and $C/2$ is what the Bell state $(|00\rangle+|11\rangle)/\sqrt2$ becomes when $\Phi$ acts on its second qubit. For a vector $v$,
$$v^\dagger C v = \tfrac{1+q}{2}\left(|v_{00}|^2+|v_{11}|^2\right) + 2p\,\mathrm{Re}(v_{00}^*v_{11}) + \tfrac{1-q}{2}\left(|v_{01}|^2+|v_{10}|^2\right).$$
Substituting $2\,\mathrm{Re}(v_{00}^*v_{11}) = |v_{00}+v_{11}|^2 - |v_{00}|^2 - |v_{11}|^2$ gives
$$v^\dagger C v = \left(\tfrac{1+q}{2}-p\right)\left(|v_{00}|^2+|v_{11}|^2\right) + p\,|v_{00}+v_{11}|^2 + \tfrac{1-q}{2}\left(|v_{01}|^2+|v_{10}|^2\right).$$
For $p \ge 0$ and $q \le 1$ this is nonnegative for every $v$ if $2p \le 1+q$. The normalised vector $(|00\rangle-|11\rangle)/\sqrt2$ gives $\tfrac{1+q}{2}-p$, so the condition is also necessary.

**If $T_2 \le 2T_1$.** Put $s = e^{-t/(2T_1)}$. Then $p \le s$ and $q = s^2$, so $2p \le 2s \le 1+s^2 = 1+q$, because $(1-s)^2 \ge 0$.

**If $T_2 > 2T_1$.** Take any $t$ with $0 < t < T_2/2 - T_1$. From $e^u \ge 1+u$ we get $p \ge 1 - t/T_2$ and $e^{t/T_1} \ge 1 + t/T_1$, so $q \le T_1/(T_1+t)$. Therefore
$$2p - 1 - q \;\ge\; 1 - \frac{2t}{T_2} - \frac{T_1}{T_1+t} \;=\; \frac{t}{T_1+t} - \frac{2t}{T_2} \;>\; 0,$$
since $2(T_1+t) < T_2$. The Choi matrix fails to be positive semidefinite throughout this window, and also for some time beyond it, since the estimates are not sharp.

### What the Lean definitions and the final theorem say

`IsDensity` means positive semidefinite with trace one, and `bloch x y z` is the matrix $M$ above. `pauliMap p q` is $\Phi$ for general real factors, defined as a complex-linear map on all $2\times2$ matrices, because the Choi matrix needs its action on $E_{01}$, which is not a state. In `choi`, the first index of each pair belongs to the input unit and the second to the output; the matrix is unnormalised, with trace 2. `relaxation T1 T2 t` inserts the two exponentials.

For `0 < T1` and `0 < T2`, `positive_always_choi_iff` states that density matrices are preserved at every $t \ge 0$, and that the Choi matrix is positive semidefinite at every $t \ge 0$ if and only if `T2 ≤ 2 * T1`.

The model is one qubit with purely exponential decay, no precession, and the maximally mixed state as its fixed point; relaxation towards a polarised equilibrium is not covered. The "no" above does not hold for every such equilibrium: for decay to the pure state $|0\rangle$, the demand that density matrices stay density matrices already forces $T_2 \le 2T_1$. Choi's theorem, which identifies positivity of $C$ with complete positivity, is background here and is not proved in the file.

```lean
import Mathlib

open Matrix
open scoped ComplexOrder

namespace QubitRelaxationChoi

noncomputable section

/-- A qubit density matrix: positive semidefinite with unit trace. -/
def IsDensity (ρ : Matrix (Fin 2) (Fin 2) ℂ) : Prop :=
  ρ.PosSemidef ∧ ρ.trace = 1

/-- The matrix `(1 + x σx + y σy + z σz) / 2` with Bloch vector `(x, y, z)`. -/
def bloch (x y z : ℝ) : Matrix (Fin 2) (Fin 2) ℂ :=
  !![(1 + z) / 2, (x - y * Complex.I) / 2; (x + y * Complex.I) / 2, (1 - z) / 2]

/-- The linear qubit map that multiplies coherences by `p` and the population difference
by `q`, and keeps the trace. -/
def pauliMap (p q : ℝ) : Matrix (Fin 2) (Fin 2) ℂ →ₗ[ℂ] Matrix (Fin 2) (Fin 2) ℂ where
  toFun ρ := !![(1 + q) / 2 * ρ 0 0 + (1 - q) / 2 * ρ 1 1, p * ρ 0 1;
    p * ρ 1 0, (1 - q) / 2 * ρ 0 0 + (1 + q) / 2 * ρ 1 1]
  map_add' ρ τ := by
    ext i j
    fin_cases i <;> fin_cases j <;> simp <;> ring
  map_smul' c ρ := by
    ext i j
    fin_cases i <;> fin_cases j <;> simp <;> ring

/-- The unnormalised Choi matrix of a qubit map, with blocks `Φ(|i⟩⟨j|)`. -/
def choi (Φ : Matrix (Fin 2) (Fin 2) ℂ →ₗ[ℂ] Matrix (Fin 2) (Fin 2) ℂ) :
    Matrix (Fin 2 × Fin 2) (Fin 2 × Fin 2) ℂ :=
  Matrix.of fun a b => Φ (Matrix.single a.1 b.1 1) a.2 b.2

/-- The qubit map with transverse factor `exp (-t / T2)` and longitudinal factor `exp (-t / T1)`;
for `T1, T2 > 0` and `t ≥ 0` it models unital relaxation for a time `t`. -/
def relaxation (T1 T2 t : ℝ) : Matrix (Fin 2) (Fin 2) ℂ →ₗ[ℂ] Matrix (Fin 2) (Fin 2) ℂ :=
  pauliMap (Real.exp (-t / T2)) (Real.exp (-t / T1))

/-- The map scales the Bloch components `x`, `y` by `p` and `z` by `q`. -/
theorem pauliMap_bloch (p q x y z : ℝ) :
    pauliMap p q (bloch x y z) = bloch (p * x) (p * y) (q * z) := by
  ext i j
  fin_cases i <;> fin_cases j <;> simp [pauliMap, bloch] <;> ring

/-- The qubit density matrices are exactly the matrices with Bloch vector in the closed
unit ball. -/
theorem isDensity_iff_bloch (ρ : Matrix (Fin 2) (Fin 2) ℂ) :
    IsDensity ρ ↔ ∃ x y z : ℝ, x ^ 2 + y ^ 2 + z ^ 2 ≤ 1 ∧ ρ = bloch x y z := by
  constructor
  · rintro ⟨hp, ht⟩
    -- read off the Bloch vector from the matrix entries
    have hρ : ρ = bloch (2 * (ρ 1 0).re) (2 * (ρ 1 0).im) ((ρ 0 0).re - (ρ 1 1).re) := by
      have h0 := congrArg Complex.im (hp.isHermitian.apply 0 0)
      have h1 := congrArg Complex.im (hp.isHermitian.apply 1 1)
      have h2 := congrArg Complex.re (hp.isHermitian.apply 0 1)
      have h3 := congrArg Complex.im (hp.isHermitian.apply 0 1)
      rw [Matrix.trace_fin_two] at ht
      have h4 := congrArg Complex.re ht
      simp only [Complex.star_def, Complex.conj_re, Complex.conj_im, Complex.add_re,
        Complex.one_re] at h0 h1 h2 h3 h4
      ext i j
      fin_cases i <;> fin_cases j <;> apply Complex.ext <;> simp [bloch] <;> linarith
    refine ⟨_, _, _, ?_, hρ⟩
    -- the determinant is a quarter of one minus the squared Bloch length
    have hdet (x y z : ℝ) :
        (bloch x y z).det = (((1 - x ^ 2 - y ^ 2 - z ^ 2) / 4 : ℝ) : ℂ) := by
      rw [bloch, Matrix.det_fin_two_of]
      push_cast
      linear_combination ((y : ℂ) ^ 2 / 4) * Complex.I_sq
    have hd := hp.det_nonneg
    rw [hρ, hdet] at hd
    have hd' := Complex.zero_le_real.mp hd
    linarith
  · rintro ⟨x, y, z, h, rfl⟩
    have hH : (bloch x y z)ᴴ = bloch x y z := by
      ext i j
      fin_cases i <;> fin_cases j <;> apply Complex.ext <;>
        simp [bloch, Matrix.conjTranspose_apply]
    -- Cayley-Hamilton writes the matrix as a sum of two positive terms
    have hsq : (bloch x y z)ᴴ * bloch x y z
        + (((1 - x ^ 2 - y ^ 2 - z ^ 2) / 4 : ℝ) : ℂ) • (1 : Matrix (Fin 2) (Fin 2) ℂ)
        = bloch x y z := by
      rw [hH]
      ext i j
      fin_cases i <;> fin_cases j <;> apply Complex.ext <;>
        simp [bloch, -Complex.ofReal_pow] <;> ring
    have hd : (0 : ℂ) ≤ (((1 - x ^ 2 - y ^ 2 - z ^ 2) / 4 : ℝ) : ℂ) :=
      Complex.zero_le_real.mpr (by linarith)
    refine ⟨?_, ?_⟩
    · rw [← hsq]
      exact (Matrix.posSemidef_conjTranspose_mul_self _).add (Matrix.PosSemidef.one.smul hd)
    · rw [Matrix.trace_fin_two]
      simp only [bloch, Matrix.of_apply, Matrix.cons_val_zero, Matrix.cons_val_one]
      ring

/-- Scaling factors of modulus at most one send density matrices to density matrices. -/
theorem pauliMap_isDensity {p q : ℝ} (hp : p ^ 2 ≤ 1) (hq : q ^ 2 ≤ 1)
    {ρ : Matrix (Fin 2) (Fin 2) ℂ} (hρ : IsDensity ρ) : IsDensity (pauliMap p q ρ) := by
  obtain ⟨x, y, z, h, rfl⟩ := (isDensity_iff_bloch ρ).mp hρ
  rw [pauliMap_bloch]
  refine (isDensity_iff_bloch _).mpr ⟨_, _, _, ?_, rfl⟩
  nlinarith [mul_le_mul_of_nonneg_right hp (sq_nonneg x),
    mul_le_mul_of_nonneg_right hp (sq_nonneg y), mul_le_mul_of_nonneg_right hq (sq_nonneg z)]

/-- The quadratic form of the Choi matrix as a weighted sum of squared moduli. -/
theorem choi_form (p q : ℝ) (v : Fin 2 × Fin 2 → ℂ) :
    star v ⬝ᵥ (choi (pauliMap p q) *ᵥ v) =
      ((((1 + q) / 2 - p) * (Complex.normSq (v (0, 0)) + Complex.normSq (v (1, 1)))
        + p * Complex.normSq (v (0, 0) + v (1, 1))
        + (1 - q) / 2 * (Complex.normSq (v (0, 1)) + Complex.normSq (v (1, 0))) : ℝ) : ℂ) := by
  push_cast
  simp only [Complex.normSq_eq_conj_mul_self, map_add]
  simp [dotProduct, Matrix.mulVec, Fintype.sum_prod_type, Fin.sum_univ_two, choi, pauliMap,
    Matrix.single_apply]
  ring

/-- For `p ≥ 0` and `q ≤ 1` the Choi matrix is positive semidefinite exactly when
`2 p ≤ 1 + q`. -/
theorem choi_posSemidef_iff {p q : ℝ} (hp : 0 ≤ p) (hq : q ≤ 1) :
    (choi (pauliMap p q)).PosSemidef ↔ 2 * p ≤ 1 + q := by
  constructor
  · intro h
    -- test on the vector |00⟩ - |11⟩
    have hv := h.dotProduct_mulVec_nonneg
      (fun a => if a = (0, 0) then 1 else if a = (1, 1) then -1 else 0)
    rw [choi_form] at hv
    have hv' := Complex.zero_le_real.mp hv
    norm_num at hv'
    linarith
  · intro h
    refine Matrix.PosSemidef.of_dotProduct_mulVec_nonneg ?_ fun v => ?_
    · ext ⟨i, k⟩ ⟨j, l⟩
      fin_cases i <;> fin_cases k <;> fin_cases j <;> fin_cases l <;>
        simp [choi, pauliMap, Matrix.conjTranspose_apply, Matrix.single_apply]
    · rw [choi_form]
      apply Complex.zero_le_real.mpr
      have h1 : 0 ≤ (1 + q) / 2 - p := by linarith
      have h2 : 0 ≤ (1 - q) / 2 := by linarith
      have hn := Complex.normSq_nonneg
      exact add_nonneg (add_nonneg (mul_nonneg h1 (add_nonneg (hn _) (hn _)))
        (mul_nonneg hp (hn _))) (mul_nonneg h2 (add_nonneg (hn _) (hn _)))

/-- For `T1 > 0` the Choi matrix is not positive semidefinite at any time
`0 < t < T2 / 2 - T1`. -/
theorem choi_fails_at_short_times {T1 T2 t : ℝ} (hT1 : 0 < T1) (ht : 0 < t)
    (h : t < T2 / 2 - T1) : ¬ (choi (relaxation T1 T2 t)).PosSemidef := by
  have hT2 : 0 < T2 := by linarith
  have hs : 0 < T1 + t := by linarith
  have hq : Real.exp (-t / T1) ≤ 1 :=
    Real.exp_le_one_iff.mpr (div_nonpos_of_nonpos_of_nonneg (by linarith) hT1.le)
  rw [relaxation, choi_posSemidef_iff (Real.exp_pos _).le hq, not_le]
  -- bound the transverse factor below and the longitudinal factor above
  have h1 := Real.add_one_le_exp (-t / T2)
  have h2 : Real.exp (-t / T1) ≤ T1 / (T1 + t) := by
    have ha := mul_le_mul_of_nonneg_left (Real.add_one_le_exp (t / T1))
      (Real.exp_pos (-t / T1)).le
    have hb : Real.exp (-t / T1) * Real.exp (t / T1) = 1 := by
      rw [← Real.exp_add, show -t / T1 + t / T1 = 0 by ring, Real.exp_zero]
    rw [hb] at ha
    rw [le_div_iff₀ hs]
    have hc : T1 * (t / T1 + 1) = T1 + t := by
      field_simp
      ring
    rw [← hc]
    nlinarith [mul_le_mul_of_nonneg_left ha hT1.le]
  have h3 : 2 * t / T2 < t / (T1 + t) := by
    rw [div_lt_div_iff₀ hT2 hs]
    nlinarith [mul_pos ht (show 0 < T2 - 2 * (T1 + t) by linarith)]
  have h4 : T1 / (T1 + t) + t / (T1 + t) = 1 := by
    rw [← add_div, div_self hs.ne']
  have h5 : 2 * t / T2 = -2 * (-t / T2) := by ring
  linarith

/-- For all positive `T1`, `T2` the relaxation map preserves density matrices at all times
`t ≥ 0`, while its Choi matrix is positive semidefinite at all these times exactly when
`T2 ≤ 2 T1`. -/
theorem positive_always_choi_iff {T1 T2 : ℝ} (hT1 : 0 < T1) (hT2 : 0 < T2) :
    (∀ t : ℝ, 0 ≤ t → ∀ ρ, IsDensity ρ → IsDensity (relaxation T1 T2 t ρ)) ∧
    ((∀ t : ℝ, 0 ≤ t → (choi (relaxation T1 T2 t)).PosSemidef) ↔ T2 ≤ 2 * T1) := by
  have hle {T t : ℝ} (hT : 0 < T) (ht : 0 ≤ t) : Real.exp (-t / T) ≤ 1 :=
    Real.exp_le_one_iff.mpr (div_nonpos_of_nonpos_of_nonneg (by linarith) hT.le)
  refine ⟨fun t ht ρ hρ => ?_, fun h => ?_, fun h t ht => ?_⟩
  · exact pauliMap_isDensity (pow_le_one₀ (Real.exp_pos _).le (hle hT2 ht))
      (pow_le_one₀ (Real.exp_pos _).le (hle hT1 ht)) hρ
  · by_contra hc
    have hc' := not_le.mp hc
    exact choi_fails_at_short_times (t := (T2 - 2 * T1) / 4) hT1 (by linarith)
      (by linarith) (h _ (by linarith))
  · rw [relaxation, choi_posSemidef_iff (Real.exp_pos _).le (hle hT1 ht)]
    -- compare with s = exp(-t / (2 T1)) and use 2 s ≤ 1 + s²
    have h1 : Real.exp (-t / T2) ≤ Real.exp (-(t / T1) / 2) := by
      apply Real.exp_le_exp.mpr
      have ha : t / (2 * T1) ≤ t / T2 := div_le_div_of_nonneg_left ht hT2 h
      have hb : t / (2 * T1) = t / T1 / 2 := by ring
      have hd : -t / T2 = -(t / T2) := by ring
      linarith
    have h2 : Real.exp (-t / T1) = Real.exp (-(t / T1) / 2) * Real.exp (-(t / T1) / 2) := by
      rw [← Real.exp_add]
      congr 1
      ring
    rw [h2]
    nlinarith [sq_nonneg (Real.exp (-(t / T1) / 2) - 1)]

end

end QubitRelaxationChoi
```

```lean
#print axioms QubitRelaxationChoi.positive_always_choi_iff
```

```
'QubitRelaxationChoi.positive_always_choi_iff' depends on axioms: [propext, Classical.choice, Quot.sound]
```

### How the proof follows the derivation

- `isDensity_iff_bloch` is the unit-ball criterion. Forwards, it reads the Bloch vector off the matrix entries and uses `hdet`; backwards, `hsq` is the Cayley–Hamilton identity.
- `pauliMap_bloch` gives the scaling of the components, and `pauliMap_isDensity` combines it with the criterion. Its `nlinarith` call receives the three products that bound the new squared length.
- `choi_form` is the sum of squares. `choi_posSemidef_iff` tests it on the unnormalised $|00\rangle-|11\rangle$ in one direction and adds nonnegative terms in the other.
- `choi_fails_at_short_times` follows the window estimate: `h1` bounds $p$, `h2` bounds $q$, and `h3` is the strict inequality between the fractions.
- In the final theorem, the converse applies that lemma at $t = (T_2-2T_1)/4$, the middle of the window. The other direction uses $(s-1)^2 \ge 0$.

### The same inequality in a noise simulation

A simulation of this single-qubit, unital noise can apply random Pauli errors, with probabilities $(1+q+2p)/4$ for no error, $(1-q)/4$ each for $\sigma_x$ and $\sigma_y$, and $(1+q-2p)/4$ for $\sigma_z$. The last is nonnegative exactly when $2p \le 1+q$. With $T_1 = 1$, $T_2 = 3$ and $t = 0.25$ it is about $-0.015$, so there is nothing to sample from. At $t = 5$ the same times give a positive value, so code that validates its input should compare $T_2$ with $2T_1$ directly and not rely on one long time step.
